# For a uniform spin density, the dipolar hyperfine integral depends on the shape of the hole left around the nucleus

## Two shrinking holes, two different couplings

When I compute an anisotropic hyperfine coupling from a spin density on a grid, I leave out a small region around the nucleus, because the kernel $(3\cos^2\theta-1)/r^3$ blows up there, and I shrink that region until the number settles. With a small ball it settles. If I leave out the grid cell around the nucleus instead, and the cells are longer along $z$ than along $x$ and $y$, it settles too, but on a different value. The spin density at the nucleus isn't zero. I expected the hole to stop mattering once it was tiny. Is one of my two integrations wrong?

## The size of the hole drops out, its shape stays

Both integrations can be right. Where the spin density is nonzero at the nucleus, the dipolar integral has no value until the shape of the excluded region is fixed. A model with constant density, set to 1, and an axially symmetric hole shows this in closed form.

Let $r$ be the distance from the nucleus and $u=\cos\theta$. The hole is bounded by the surface $r=s(u)$, and the outer boundary is a sphere of radius $R$ that contains the hole. The volume element, integrated over the azimuth, is $2\pi r^2\,du\,dr$, so the integral is

$$I = 2\pi\int_{-1}^{1}\int_{s(u)}^{R}\frac{3u^2-1}{r^3}\,r^2\,dr\,du .$$

Along a fixed direction the integrand is $(3u^2-1)/r$, and the radial integral is $(3u^2-1)(\ln R-\ln s(u))$. Write the surface as $s(u)=e\,\exp(g(u))$, where the length $e>0$ sets the size and the continuous function $g$ sets the shape. Then $\ln s(u)=\ln e+g(u)$, and

$$I = 2\pi(\ln R-\ln e)\int_{-1}^{1}(3u^2-1)\,du-2\pi\int_{-1}^{1}(3u^2-1)\,g(u)\,du .$$

The first angular integral is $[u^3-u]_{-1}^{1}=0$, so both $R$ and $e$ disappear:

$$I=-2\pi\int_{-1}^{1}(3u^2-1)\,g(u)\,du .$$

For a ball, $g=0$ and $I=0$. For a hole with deformation $k$, take $g(u)=k(3u^2-1)$. The integral needed is

$$\int_{-1}^{1}(9u^4-6u^2+1)\,du=\left[\tfrac95u^5-2u^3+u\right]_{-1}^{1}=\tfrac85,$$

which gives $I=-16\pi k/5$. A positive $k$ stretches the hole along the axis, where the kernel is positive, and the result is negative.

Now shrink the hole at fixed $R>0$. Since $|3u^2-1|\le 2$ on $[-1,1]$, the hole lies in a ball of radius $e\,\exp(2|k|)$, which fits inside $R$ once $e<R\,\exp(-2|k|)$. From there on $I$ is constant, so its limit is $-16\pi k/5$. To reach a given real number $c$, choose $k=-5c/(16\pi)$.

## What this does to a computed coupling

Take $k=0.1$. The hole is then $\exp(0.3)\approx1.35$ times as long along the axis as across it. For a spin density with value $\rho(0)$ at the nucleus that varies smoothly nearby, the same estimate gives a shift of about $-1.005\,\rho(0)$ relative to a spherical hole. With the same prefactor, the Fermi contact term is $(8\pi/3)\rho(0)\approx8.378\,\rho(0)$, so the shift is 12 per cent of it in magnitude, however small the hole.

The usual separation into a contact term and a dipolar term assumes the spherical hole. If the calculation leaves out a small stretched region of this form and integrates accurately up to its surface, add $16\pi k\rho(0)/5$ to the dipolar integral. A plain sum with one point per cell may not be accurate enough when the hole is a single cell, since its error next to the hole need not vanish as the grid is refined. Your elongated cell isn't axially symmetric, but if it is a rectangular box with a square base and the nucleus at its centre, the exact integral outside it is shifted with the same sign. By symmetry, a cubic hole gives the same value as a ball, and the longer cell also removes the volume above and below the cube, where $3z^2-r^2$ is positive. The physical coupling is not ambiguous, since a change of hole has to be matched by a change in the local term.

## The model as Lean states it

`dipolarKernel r u` is $(3u^2-1)/r^3$, without the magnetic moments and other prefactors. `dipolarIntegral s R` is $I$ for the surface `s`; its inner integral runs over the set `Ioc (s u) R`, that is $s(u)<r\le R$. `cutoff k e u` is the deformed surface. All quantities are real numbers, with lengths in one fixed unit.

The main theorem, `dipolarIntegral_cutoff`, takes any real `k`, a positive `e`, and the hypothesis `hR` that the surface satisfies `cutoff k e u ≤ R` for every `u` in $[-1,1]$. It concludes that the integral equals `-16 * π * k / 5`. `dipolarIntegral_shape` is the version for any shape function `g` continuous on $[-1,1]$, and `dipolarIntegral_sphere` is the case of a ball. In `dipolarIntegral_tendsto`, the filter `𝓝[>] 0` means that `e` approaches zero through positive values. `every_value_is_a_limit` says that for each real `c` there is one `k`, the same for all outer radii, for which the limit is `c`.

The condition on $R$ does real work. Take $k=1$, $e=1$ and $R=\exp(-1)$. The surface $r=\exp(3u^2-1)$ touches the outer sphere at $u=0$ and lies beyond it in every other direction. Every radial range is empty and the integral is $0$, not $-16\pi/5$. So it is not enough that $R$ reaches the surface in some direction.

The model has a point nucleus, a constant density, a hole symmetric about the axis and a spherical outer boundary. It treats only the axial component of the coupling, and the azimuthal integration enters through the factor $2\pi$ in the definition.

```lean
import Mathlib

open Real Set Filter Topology

namespace DipolarHyperfineShape

noncomputable section

/-- The angular and radial dependence `(3 u² - 1) / r³` of the dipolar coupling, with
`u = cos θ`, for distance `r ≠ 0` from the nucleus. -/
def dipolarKernel (r u : ℝ) : ℝ := (3 * u ^ 2 - 1) / r ^ 3

/-- For continuous `s` with `0 < s u ≤ R` on `[-1, 1]`, the dipolar kernel integrated over the
volume between the axially symmetric surface `r = s (cos θ)` and the sphere of radius `R`, with
volume element `2π r² du dr`. -/
def dipolarIntegral (s : ℝ → ℝ) (R : ℝ) : ℝ :=
  2 * π * ∫ u in (-1 : ℝ)..1, ∫ r in Ioc (s u) R, dipolarKernel r u * r ^ 2

/-- The surface `r = e exp (k (3 u² - 1))` of the excluded region, with size `e` and
deformation `k`. -/
def cutoff (k e u : ℝ) : ℝ := e * Real.exp (k * (3 * u ^ 2 - 1))

/-- Along a fixed direction, the radial integral from `a > 0` to `R ≥ a` is logarithmic. -/
theorem radial_integral {a R : ℝ} (u : ℝ) (ha : 0 < a) (haR : a ≤ R) :
    ∫ r in Ioc a R, dipolarKernel r u * r ^ 2
      = (3 * u ^ 2 - 1) * (Real.log R - Real.log a) := by
  have hR : 0 < R := lt_of_lt_of_le ha haR
  rw [← intervalIntegral.integral_of_le haR]
  -- the volume element turns 1/r³ into 1/r
  have h : ∫ r in a..R, dipolarKernel r u * r ^ 2
      = ∫ r in a..R, (3 * u ^ 2 - 1) * r⁻¹ := by
    apply intervalIntegral.integral_congr
    intro r hr
    rw [uIcc_of_le haR] at hr
    have hr0 : r ≠ 0 := (lt_of_lt_of_le ha hr.1).ne'
    simp only [dipolarKernel]
    field_simp
  rw [h, intervalIntegral.integral_const_mul, integral_inv_of_pos ha hR,
    Real.log_div hR.ne' ha.ne']

/-- The angular factor of the dipolar coupling integrates to zero over all directions. -/
theorem angular_integral : ∫ u in (-1 : ℝ)..1, (3 * u ^ 2 - 1) = 0 := by
  have h : ∀ u ∈ uIcc (-1 : ℝ) 1,
      HasDerivAt (fun u : ℝ => u ^ 3 - u) (3 * u ^ 2 - 1) u := by
    intro u _
    refine ((hasDerivAt_pow 3 u).fun_sub (hasDerivAt_id' u)).congr_deriv ?_
    norm_num
  rw [intervalIntegral.integral_eq_sub_of_hasDerivAt h
    (Continuous.intervalIntegrable (by fun_prop) _ _)]
  norm_num

/-- The square of the angular factor integrates to `8/5` over `u = cos θ`. -/
theorem angular_sq_integral : ∫ u in (-1 : ℝ)..1, (3 * u ^ 2 - 1) ^ 2 = 8 / 5 := by
  have h : ∀ u ∈ uIcc (-1 : ℝ) 1,
      HasDerivAt (fun u : ℝ => 9 / 5 * u ^ 5 - 2 * u ^ 3 + u) ((3 * u ^ 2 - 1) ^ 2) u := by
    intro u _
    refine ((((hasDerivAt_pow 5 u).const_mul (9 / 5 : ℝ)).fun_sub
      ((hasDerivAt_pow 3 u).const_mul (2 : ℝ))).fun_add (hasDerivAt_id' u)).congr_deriv ?_
    push_cast
    ring
  rw [intervalIntegral.integral_eq_sub_of_hasDerivAt h
    (Continuous.intervalIntegrable (by fun_prop) _ _)]
  norm_num

/-- For an excluded region `r ≤ e exp (g (cos θ))` with `e > 0` and `g` continuous, lying
within the radius `R`, the dipolar integral is `-2π ∫ (3 u² - 1) g(u) du`. -/
theorem dipolarIntegral_shape {g : ℝ → ℝ} (hg : ContinuousOn g (Icc (-1) 1)) {e R : ℝ}
    (he : 0 < e) (hR : ∀ u ∈ Icc (-1 : ℝ) 1, e * Real.exp (g u) ≤ R) :
    dipolarIntegral (fun u => e * Real.exp (g u)) R
      = -(2 * π) * ∫ u in (-1 : ℝ)..1, (3 * u ^ 2 - 1) * g u := by
  have h : ∫ u in (-1 : ℝ)..1, ∫ r in Ioc (e * Real.exp (g u)) R, dipolarKernel r u * r ^ 2
      = ∫ u in (-1 : ℝ)..1,
        ((Real.log R - Real.log e) * (3 * u ^ 2 - 1) - (3 * u ^ 2 - 1) * g u) := by
    apply intervalIntegral.integral_congr
    intro u hu
    rw [uIcc_of_le (by norm_num)] at hu
    beta_reduce
    rw [radial_integral u (by positivity) (hR u hu),
      Real.log_mul he.ne' (Real.exp_pos _).ne', Real.log_exp]
    ring
  have h1 : IntervalIntegrable
      (fun u : ℝ => (Real.log R - Real.log e) * (3 * u ^ 2 - 1))
      MeasureTheory.volume (-1) 1 := Continuous.intervalIntegrable (by fun_prop) _ _
  have h2 : IntervalIntegrable (fun u : ℝ => (3 * u ^ 2 - 1) * g u)
      MeasureTheory.volume (-1) 1 :=
    ContinuousOn.intervalIntegrable_of_Icc (by norm_num)
      (ContinuousOn.mul (by fun_prop) hg)
  -- the isotropic logarithms multiply a vanishing angular integral
  simp only [dipolarIntegral]
  rw [h, intervalIntegral.integral_sub h1 h2, intervalIntegral.integral_const_mul,
    angular_integral]
  ring

/-- With a spherical excluded region of radius `e`, `0 < e ≤ R`, the dipolar integral
vanishes. -/
theorem dipolarIntegral_sphere {e R : ℝ} (he : 0 < e) (hR : e ≤ R) :
    dipolarIntegral (fun _ => e) R = 0 := by
  have h := dipolarIntegral_shape (g := fun _ => 0) continuousOn_const he
    (fun _ _ => by simpa using hR)
  simpa using h

/-- If the excluded region `r ≤ e exp (k (3 u² - 1))`, `e > 0`, lies within the radius `R`,
the dipolar integral over the remaining volume is `-16πk/5`. -/
theorem dipolarIntegral_cutoff (k : ℝ) {e R : ℝ} (he : 0 < e)
    (hR : ∀ u ∈ Icc (-1 : ℝ) 1, cutoff k e u ≤ R) :
    dipolarIntegral (cutoff k e) R = -16 * π * k / 5 := by
  have h2 : ∫ u in (-1 : ℝ)..1, (3 * u ^ 2 - 1) * (k * (3 * u ^ 2 - 1)) = k * (8 / 5) := by
    have hf : (fun u : ℝ => (3 * u ^ 2 - 1) * (k * (3 * u ^ 2 - 1)))
        = fun u => k * (3 * u ^ 2 - 1) ^ 2 := by
      funext u
      ring
    rw [hf, intervalIntegral.integral_const_mul, angular_sq_integral]
  calc dipolarIntegral (cutoff k e) R
      = -(2 * π) * ∫ u in (-1 : ℝ)..1, (3 * u ^ 2 - 1) * (k * (3 * u ^ 2 - 1)) :=
        dipolarIntegral_shape (g := fun u => k * (3 * u ^ 2 - 1)) (by fun_prop) he hR
    _ = -16 * π * k / 5 := by
        rw [h2]
        ring

/-- At fixed outer radius `R > 0` and deformation `k`, the dipolar integral tends to
`-16πk/5` as the excluded region shrinks to the nucleus. -/
theorem dipolarIntegral_tendsto (k : ℝ) {R : ℝ} (hR : 0 < R) :
    Tendsto (fun e => dipolarIntegral (cutoff k e) R) (𝓝[>] 0) (𝓝 (-16 * π * k / 5)) := by
  have hb : 0 < R / Real.exp (|k| * 2) := by positivity
  apply tendsto_const_nhds.congr'
  filter_upwards [Ioo_mem_nhdsGT hb] with e he
  refine (dipolarIntegral_cutoff k he.1 fun u hu => ?_).symm
  -- the excluded region lies in a ball of radius e exp (2|k|)
  have hu2 : |3 * u ^ 2 - 1| ≤ 2 := by
    rw [abs_le]
    constructor <;> nlinarith [hu.1, hu.2, sq_nonneg u]
  have hk : k * (3 * u ^ 2 - 1) ≤ |k| * 2 :=
    calc k * (3 * u ^ 2 - 1) ≤ |k * (3 * u ^ 2 - 1)| := le_abs_self _
      _ = |k| * |3 * u ^ 2 - 1| := abs_mul _ _
      _ ≤ |k| * 2 := mul_le_mul_of_nonneg_left hu2 (abs_nonneg k)
  calc cutoff k e u ≤ e * Real.exp (|k| * 2) :=
        mul_le_mul_of_nonneg_left (Real.exp_le_exp.mpr hk) he.1.le
    _ ≤ R := ((lt_div_iff₀ (Real.exp_pos _)).mp he.2).le

/-- Every real number `c` is the limit of the dipolar integral for some deformation `k` of
the shrinking excluded region, the same `k` for all outer radii `R > 0`. -/
theorem every_value_is_a_limit (c : ℝ) :
    ∃ k : ℝ, ∀ R : ℝ, 0 < R →
      Tendsto (fun e => dipolarIntegral (cutoff k e) R) (𝓝[>] 0) (𝓝 c) := by
  refine ⟨-5 * c / (16 * π), fun R hR => ?_⟩
  have hc : -16 * π * (-5 * c / (16 * π)) / 5 = c := by
    have hpi : π ≠ 0 := Real.pi_ne_zero
    field_simp
  have h := dipolarIntegral_tendsto (-5 * c / (16 * π)) hR
  rwa [hc] at h

end

end DipolarHyperfineShape
```

```lean
#print axioms DipolarHyperfineShape.dipolarIntegral_shape
#print axioms DipolarHyperfineShape.dipolarIntegral_sphere
#print axioms DipolarHyperfineShape.every_value_is_a_limit
```

```
'DipolarHyperfineShape.dipolarIntegral_shape' depends on axioms: [propext, Classical.choice, Quot.sound]
'DipolarHyperfineShape.dipolarIntegral_sphere' depends on axioms: [propext, Classical.choice, Quot.sound]
'DipolarHyperfineShape.every_value_is_a_limit' depends on axioms: [propext, Classical.choice, Quot.sound]
```

## From the radial logarithm to the limit

`radial_integral` does the integration along one direction. It turns the integral over `Ioc a R` into an ordinary interval integral, and `integral_congr` replaces the integrand by $(3u^2-1)r^{-1}$, which is allowed because $r\ge a>0$ on the interval. The integral of $1/r$ is then $\ln(R/a)$, split into two logarithms by `Real.log_div`.

`angular_integral` and `angular_sq_integral` use the antiderivatives given above, $u^3-u$ and $\tfrac95u^5-2u^3+u$. In each, the derivative is checked first and the end points are evaluated afterwards.

`dipolarIntegral_shape` combines these. For each $u$ it applies `radial_integral`, with `hR u hu` supplying the condition that the surface lies within $R$, and expands $\ln(e\,\exp(g(u)))$ as $\ln e+g(u)$. Splitting the outer integral into two requires both parts to be integrable; `h1` and `h2` provide this, and `h2` is where the continuity of `g` is used. Rewriting with `angular_integral` then removes the term with $\ln R-\ln e$.

`dipolarIntegral_sphere` sets `g` to zero. `dipolarIntegral_cutoff` sets it to $k(3u^2-1)$, pulls out `k`, and inserts $8/5$.

For the limit, `dipolarIntegral_tendsto` shows that the integral equals a constant for all sufficiently small positive `e`. The step `filter_upwards` restricts `e` to the interval from $0$ to $R/\exp(2|k|)$. The remaining lines prove $|3u^2-1|\le2$ and from it that the hole fits inside $R$, so that `dipolarIntegral_cutoff` applies. `every_value_is_a_limit` inserts $k=-5c/(16\pi)$ and simplifies the limit to `c`.
